# Worst-case reaction error for species errors in a common window: an offset part and a spread part

Suppose that a method places the energy of every molecule of interest between 8 and 10 kJ/mol too high. For a reaction A + B → C + D, with as many molecules on the left as on the right, it is easy to conclude that the error cancels. The common 9 kJ/mol does cancel. But if the two reactants are 8 too high and the two products 10 too high, the reaction energy is still wrong by 4 kJ/mol. Adding up four errors of 10 goes wrong in the other direction: it gives 40 kJ/mol, ten times what can happen.

The correct bound has two parts. Let the species errors range independently over [a, b] with a ≤ b. Let ν_s be the coefficient of species s, positive for products and negative for reactants, and let m be the sum of the coefficients. Then the largest absolute reaction error is

    |m| |a + b| / 2 + ((b − a)/2) ∑ |ν_s|

and some choice of species errors reaches it. In electronic structure work this helps to judge whether a cheap level of theory is good enough for a reaction energy, provided that a common window is all that is known about the species errors and that they may vary independently within it.

## Species, coefficients and errors

The species form a finite set `S`. Sums without limits run over all of it.

```lean
import Mathlib

open Finset

namespace ReactionErrorWindow

noncomputable section

variable {S : Type*} [Fintype S]
```

The error e_s is the computed energy of species s minus its reference value. Reaction energies are linear in the species energies, so the reaction error is

    ∑ ν_s e_s

In Lean both `ν` and `e` are functions from `S` to the real numbers. Each species has one net coefficient and one error, so two molecules of the same product share their error. The coefficients need not be integers, and no balance of atoms or charge is imposed.

```lean
/-- The error of a reaction energy: species errors `e` weighted by the reaction
coefficients `ν`. -/
def reactionError (ν e : S → ℝ) : ℝ := ∑ s, ν s * e s
```

The change in the number of molecules is

    m = ∑ ν_s

It is 0 for A + B → C + D and 1 for A → 2 B.

```lean
/-- The net change in the number of molecules, the sum of the signed coefficients. -/
def moleChange (ν : S → ℝ) : ℝ := ∑ s, ν s
```

The spread will be governed by a sum in which reactants and products do not offset each other:

    N = ∑ |ν_s|

```lean
/-- The sum of the absolute values of the reaction coefficients. -/
def grossCoeff (ν : S → ℝ) : ℝ := ∑ s, |ν s|
```

The attainable reaction errors are all the values that ∑ ν_s e_s takes when each e_s is chosen freely in [a, b]. Independence enters here: the condition on `e` is imposed species by species, and nothing links one error to another. The window is the same for all species, so an error known to grow with the size of the molecule is described only through a window wide enough for the smallest and the largest.

```lean
/-- All reaction errors that occur when each species error lies anywhere in `[a, b]`,
independently of the others. -/
def attainableErrors (ν : S → ℝ) (a b : ℝ) : Set ℝ :=
  {x | ∃ e : S → ℝ, (∀ s, e s ∈ Set.Icc a b) ∧ reactionError ν e = x}
```

To find the extreme cases we need species errors that work together. Take the error t where ν_s ≥ 0 and −t where ν_s < 0. The number t may itself be negative, which reverses all the signs.

```lean
/-- The species errors that equal `t` where the reaction coefficient is non-negative and `-t` where
it is negative. -/
def alignedScatter (ν : S → ℝ) (t : ℝ) (s : S) : ℝ := if 0 ≤ ν s then t else -t
```

## Separating the offset from the scatter

For any number c, write e_s = c + (e_s − c). Then

    ∑ ν_s e_s = ∑ ν_s c + ∑ ν_s (e_s − c)
              = m c + ∑ ν_s (e_s − c)

The common part c of the species errors contributes m c to the reaction error. The Lean proof merges the two sums on the right into one and compares it with the left side term by term, where `ring` finishes.

```lean
/-- A reaction error is the mole change times a common offset `c`, plus the reaction error
of what remains of the species errors after `c` is subtracted. -/
theorem reactionError_split (ν e : S → ℝ) (c : ℝ) :
    reactionError ν e = moleChange ν * c + reactionError ν (fun s => e s - c) := by
  unfold reactionError moleChange
  rw [Finset.sum_mul, ← Finset.sum_add_distrib]
  exact Finset.sum_congr rfl fun s _ => by ring
```

Now let d_s be species errors with |d_s| ≤ h for every s. By the triangle inequality,

    |∑ ν_s d_s| ≤ ∑ |ν_s| |d_s| ≤ h ∑ |ν_s| = h N

The two inequalities are `Finset.abs_sum_le_sum_abs` and a termwise comparison by `Finset.sum_le_sum`.

```lean
/-- Species errors of absolute value at most `h` give a reaction error of absolute value at
most `h` times the sum of the absolute coefficients. -/
theorem abs_reactionError_le (ν d : S → ℝ) (h : ℝ) (hd : ∀ s, |d s| ≤ h) :
    |reactionError ν d| ≤ h * grossCoeff ν := by
  unfold reactionError grossCoeff
  rw [Finset.mul_sum]
  refine (Finset.abs_sum_le_sum_abs _ _).trans (Finset.sum_le_sum fun s _ => ?_)
  rw [abs_mul, mul_comm (|ν s|) (|d s|)]
  exact mul_le_mul_of_nonneg_right (hd s) (abs_nonneg _)
```

The aligned errors reach this bound. If ν_s ≥ 0, the term is ν_s t = |ν_s| t. If ν_s < 0, it is ν_s (−t) = |ν_s| t. In both cases the contribution is t |ν_s|, so the sum is

    t ∑ |ν_s| = t N

The tactic `split_ifs` separates the same two cases.

```lean
/-- The species errors `alignedScatter ν t` give a reaction error of `t` times the sum of the
absolute coefficients. -/
theorem reactionError_alignedScatter (ν : S → ℝ) (t : ℝ) :
    reactionError ν (alignedScatter ν t) = t * grossCoeff ν := by
  unfold reactionError grossCoeff
  rw [Finset.mul_sum]
  refine Finset.sum_congr rfl fun s _ => ?_
  unfold alignedScatter
  split_ifs with h
  · rw [abs_of_nonneg h]; ring
  · rw [abs_of_neg (not_le.1 h)]; ring
```

## The attainable errors fill an interval

Define the centre C (a number here, not the molecule C of the opening example) and the half-width R

    C = m (a + b)/2
    R = ((b − a)/2) N

The claim is that the attainable errors are exactly the numbers from C − R to C + R.

First, no error lies outside. If e_s is in [a, b], its distance from the midpoint (a + b)/2 is at most (b − a)/2. Splitting off the offset c = (a + b)/2 and bounding the rest gives

    |∑ ν_s e_s − C| ≤ ((b − a)/2) N = R

Second, every x in the interval occurs. We look for a t with

    t N = x − C   and   |t| ≤ (b − a)/2

If N > 0, take t = (x − C)/N. Since |x − C| ≤ R, this t is small enough. If N = 0, the interval is the single point C, so x = C and t = 0 will do. Now give each species the error (a + b)/2 + t or (a + b)/2 − t, according to the sign of its coefficient. These errors lie in [a, b], and the reaction error is C + t N = x.

In the Lean proof the two directions follow `constructor`. The line with `hN.eq_or_lt` distinguishes N = 0 from N > 0, and the last steps insert the aligned errors into the splitting formula.

```lean
/-- For `a ≤ b` the attainable reaction errors fill an interval. Its centre is the mole change
times the mean of `a` and `b`, its half-width is `(b - a) / 2` times the sum of the absolute
coefficients. -/
theorem attainableErrors_eq_Icc (ν : S → ℝ) {a b : ℝ} (hab : a ≤ b) :
    attainableErrors ν a b =
      Set.Icc (moleChange ν * ((a + b) / 2) - (b - a) / 2 * grossCoeff ν)
        (moleChange ν * ((a + b) / 2) + (b - a) / 2 * grossCoeff ν) := by
  ext x
  constructor
  · -- the deviation from the midpoint is at most half the window
    rintro ⟨e, he, rfl⟩
    have hd : ∀ s, |e s - (a + b) / 2| ≤ (b - a) / 2 := fun s => by
      rw [abs_le]
      constructor <;> linarith [(he s).1, (he s).2]
    have h := abs_le.1 (abs_reactionError_le ν (fun s => e s - (a + b) / 2) _ hd)
    have hs := reactionError_split ν e ((a + b) / 2)
    exact ⟨by linarith [h.1], by linarith [h.2]⟩
  · rintro ⟨h1, h2⟩
    have hN : 0 ≤ grossCoeff ν := Finset.sum_nonneg fun s _ => abs_nonneg _
    -- choose the size of the aligned scatter that produces the error x
    obtain ⟨t, ht1, ht2, ht⟩ : ∃ t : ℝ, -((b - a) / 2) ≤ t ∧ t ≤ (b - a) / 2 ∧
        t * grossCoeff ν = x - moleChange ν * ((a + b) / 2) := by
      rcases hN.eq_or_lt with h0 | hpos
      · rw [← h0] at h1 h2 ⊢
        exact ⟨0, by linarith, by linarith, by linarith⟩
      · refine ⟨(x - moleChange ν * ((a + b) / 2)) / grossCoeff ν, ?_, ?_,
          div_mul_cancel₀ _ hpos.ne'⟩
        · rw [le_div_iff₀ hpos]; linarith
        · rw [div_le_iff₀ hpos]; linarith
    refine ⟨fun s => (a + b) / 2 + alignedScatter ν t s, fun s => ?_, ?_⟩
    · simp only [alignedScatter]
      split_ifs <;> exact ⟨by linarith, by linarith⟩
    · have hs := reactionError_split ν (fun s => (a + b) / 2 + alignedScatter ν t s)
        ((a + b) / 2)
      simp only [add_sub_cancel_left] at hs
      rw [reactionError_alignedScatter] at hs
      linarith
```

## The largest absolute error

For x between C − R and C + R,

    |x| ≤ |C| + |x − C| ≤ |C| + R

The value |C| + R is reached at C + R if C ≥ 0, and at C − R if C ≤ 0. Since |C| = |m| |a + b|/2, this is the formula announced at the start. When C ≥ 0, a worst case has every product error at b and every reactant error at a.

For A → 2 B with the window from 8 to 10 kJ/mol, m = 1 and N = 3. The worst error is 9 + 3 = 12 kJ/mol, which is indeed 2 · 10 − 8.

In the statement, the attainable errors are mapped to their absolute values, and `IsGreatest` says that the given number belongs to the resulting set and that no member exceeds it. The inner statement `key` is the argument about an interval with centre C and half-width R, and `hC` rewrites |C|.

```lean
/-- For species errors ranging independently over `[a, b]` with `a ≤ b`, the largest absolute
reaction error is the sum of an offset part, proportional to the absolute mole change, and a
spread part, proportional to the sum of the absolute coefficients. -/
theorem worst_reactionError (ν : S → ℝ) {a b : ℝ} (hab : a ≤ b) :
    IsGreatest ((fun x : ℝ => |x|) '' attainableErrors ν a b)
      (|moleChange ν| * |a + b| / 2 + (b - a) / 2 * grossCoeff ν) := by
  -- the largest absolute value on an interval with centre C and half-width R
  have key : ∀ C R : ℝ, 0 ≤ R →
      IsGreatest ((fun x : ℝ => |x|) '' Set.Icc (C - R) (C + R)) (|C| + R) := by
    intro C R hR
    constructor
    · rcases le_total 0 C with h | h
      · refine ⟨C + R, ⟨by linarith, le_rfl⟩, ?_⟩
        change |C + R| = |C| + R
        rw [abs_of_nonneg h, abs_of_nonneg (by linarith)]
      · refine ⟨C - R, ⟨le_rfl, by linarith⟩, ?_⟩
        change |C - R| = |C| + R
        rw [abs_of_nonpos h, abs_of_nonpos (by linarith)]
        ring
    · rintro _ ⟨x, ⟨h1, h2⟩, rfl⟩
      change |x| ≤ |C| + R
      rw [abs_le]
      constructor <;> linarith [neg_abs_le C, le_abs_self C]
  have hC : |moleChange ν * ((a + b) / 2)| = |moleChange ν| * |a + b| / 2 := by
    rw [abs_mul, abs_div, abs_of_pos (two_pos : (0 : ℝ) < 2)]
    ring
  have hN : 0 ≤ grossCoeff ν := Finset.sum_nonneg fun s _ => abs_nonneg _
  rw [attainableErrors_eq_Icc ν hab, ← hC]
  exact key _ _ (mul_nonneg (by linarith) hN)
```

For arbitrary real a and b the theorem would be false. Take one species with coefficient 1, a = 1 and b = 0. No number is both at least 1 and at most 0, so there are no attainable errors and no largest one, while the formula returns 0.

## What conserving the number of molecules achieves

Adding a common offset c to all species errors changes the reaction error by m c:

    ∑ ν_s (e_s + c) = m c + ∑ ν_s e_s

If m = 0, nothing changes. Conversely, if no offset ever changes the reaction error, take e_s = 0 for all s and c = 1, which gives m = 0. The Lean proof uses the same choice, `(fun _ => 0) 1`.

```lean
/-- Adding a common offset to all species errors leaves every reaction error unchanged exactly
when the reaction conserves the number of molecules. -/
theorem offset_cancels_iff (ν : S → ℝ) :
    (∀ (e : S → ℝ) (c : ℝ), reactionError ν (fun s => e s + c) = reactionError ν e) ↔
      moleChange ν = 0 := by
  constructor
  · intro h
    simpa [reactionError, moleChange] using h (fun _ => 0) 1
  · intro hm e c
    have hs := reactionError_split ν (fun s => e s + c) c
    simp only [add_sub_cancel_right] at hs
    rw [hs, hm, zero_mul, zero_add]
```

With m = 0 the offset part of the worst error vanishes and the spread part takes a simpler form. Let P be the sum of the positive coefficients, that is, the number of product molecules, counted net of any that also appear as reactants:

    P = ∑ max(ν_s, 0)

For every real number y, |y| = 2 max(y, 0) − y. Summing over the coefficients gives

    N = 2 P − m

For m = 0 this is N = 2 P, and the worst error becomes

    ((b − a)/2) · 2 P = (b − a) P

For A + B → C + D in the opening example this is 2 · 2 = 4 kJ/mol. Only the width of the window matters now: a method with errors between 108 and 110 kJ/mol would do equally well. In Lean, `hg` is the relation between N and P, and `hv` identifies the new expression with the general one.

```lean
/-- If the reaction conserves the number of molecules and `a ≤ b`, the largest absolute reaction
error is the window width `b - a` times the sum of the positive (product) coefficients. -/
theorem worst_of_moleChange_eq_zero (ν : S → ℝ) {a b : ℝ} (hab : a ≤ b)
    (hm : moleChange ν = 0) :
    IsGreatest ((fun x : ℝ => |x|) '' attainableErrors ν a b)
      ((b - a) * ∑ s, max (ν s) 0) := by
  have hg : grossCoeff ν = 2 * (∑ s, max (ν s) 0) - moleChange ν := by
    unfold grossCoeff moleChange
    rw [Finset.mul_sum, ← Finset.sum_sub_distrib]
    refine Finset.sum_congr rfl fun s _ => ?_
    rcases le_total 0 (ν s) with h | h
    · rw [abs_of_nonneg h, max_eq_left h]; ring
    · rw [abs_of_nonpos h, max_eq_right h]; ring
  have hv : (b - a) * ∑ s, max (ν s) 0 =
      |moleChange ν| * |a + b| / 2 + (b - a) / 2 * grossCoeff ν := by
    rw [hg, hm, abs_zero]
    ring
  rw [hv]
  exact worst_reactionError ν hab
```

The spread behaves differently from the offset. Let a < b and suppose that all attainable errors are zero. Then both ends of the interval are zero:

    C + R = 0   and   C − R = 0

Subtracting gives R = 0. Since (b − a)/2 > 0, it follows that N = 0, and a sum of non-negative terms is zero only if each term is. So every ν_s is 0 and there is no reaction at all. The converse is immediate, because with zero coefficients every reaction error is zero.

The statement concerns all choices of species errors together. A particular choice can still give a reaction error of zero, for instance equal errors with m = 0. What no reaction with a non-zero coefficient can offer is a guarantee of zero error for the whole window.

Here a ≤ b would not be enough. For A → B with a = b = 1, both species have the error 1 and the reaction error is always 0, although the coefficients are −1 and 1.

```lean
/-- For a window of non-zero width, `a < b`, all attainable reaction errors vanish only if
every reaction coefficient is zero, and then they do. -/
theorem spread_cancels_iff (ν : S → ℝ) {a b : ℝ} (hab : a < b) :
    (∀ x ∈ attainableErrors ν a b, x = 0) ↔ ν = 0 := by
  constructor
  · intro h
    have hN : 0 ≤ grossCoeff ν := Finset.sum_nonneg fun s _ => abs_nonneg _
    have hw : 0 < (b - a) / 2 := by linarith
    have hR := mul_nonneg hw.le hN
    rw [attainableErrors_eq_Icc ν hab.le] at h
    -- both ends of the interval are zero, so its width is zero
    have h1 := h _ (Set.right_mem_Icc.2 (by linarith))
    have h2 := h _ (Set.left_mem_Icc.2 (by linarith))
    have h3 : (b - a) / 2 * grossCoeff ν = 0 := by linarith
    have h4 : ∑ s, |ν s| = 0 := (mul_eq_zero.1 h3).resolve_left hw.ne'
    rw [Finset.sum_eq_zero_iff_of_nonneg (fun s _ => abs_nonneg (ν s))] at h4
    funext s
    exact abs_eq_zero.1 (h4 s (Finset.mem_univ s))
  · rintro rfl x ⟨e, _, rfl⟩
    simp [reactionError]

end

end ReactionErrorWindow
```

## Random errors in place of a window

The species errors could also be modelled as independent random variables with common mean μ and standard deviation σ. The reaction error then has

    mean                 m μ
    standard deviation   σ √(∑ ν_s²)

The offset again enters only through m, but the scatter now adds in squares. For A + B → C + D the standard deviation is 2σ, whereas in the window model the half-width (b − a)/2 is multiplied by 4. The random model describes a typical error and needs the mean and standard deviation of the species errors; the window model gives a limit that holds for every choice of errors within the window.

```lean
#print axioms ReactionErrorWindow.worst_reactionError
#print axioms ReactionErrorWindow.offset_cancels_iff
#print axioms ReactionErrorWindow.worst_of_moleChange_eq_zero
#print axioms ReactionErrorWindow.spread_cancels_iff
```

```
'ReactionErrorWindow.worst_reactionError' depends on axioms: [propext, Classical.choice, Quot.sound]
'ReactionErrorWindow.offset_cancels_iff' depends on axioms: [propext, Classical.choice, Quot.sound]
'ReactionErrorWindow.worst_of_moleChange_eq_zero' depends on axioms: [propext, Classical.choice, Quot.sound]
'ReactionErrorWindow.spread_cancels_iff' depends on axioms: [propext, Classical.choice, Quot.sound]
```
